# For block diagonal P, screening with a = diag(0, P_I⁻¹) downfolds P − S when P_I and P_I − S_II are invertible

An electron in a solid scatters between atomic sites. At a fixed energy, its amplitudes in the site and angular-momentum channels obey

(P − S) c = 0,

where the potential function P describes the scattering at each site and the structure matrix S the propagation between sites. Often only a few channels L are of interest, say the d channels of a transition metal, and the remaining channels I are to be eliminated. Elimination gives a Schur complement. Multiple-scattering theory also has a screening transformation, which replaces S by

S^a = S (1 − a S)⁻¹

for a chosen matrix a. Is there a choice of a for which screening performs the elimination?

For a one-electron problem with finitely many channels, the answer is yes if P does not couple L to I and both P_I and P_I − S_II are invertible. The entries lie in any field `K`, such as the real or complex numbers, and S need not be Hermitian.

```lean
import Mathlib

open Matrix

namespace ScreeningAsDownfolding

noncomputable section

variable {K L I : Type*} [Field K] [Fintype L] [DecidableEq L] [Fintype I] [DecidableEq I]
```

## P does not couple L to I

Physically, scattering at a site does not turn an L wave into an I wave. Spherical site potentials satisfy this. Inside each block, P_L and P_I may be arbitrary square matrices.

The screening matrix leaves L alone and uses the inverse potential function in I:

```lean
/-- The screening matrix `a = diag(0, P_I⁻¹)`, for an invertible block `P_I`: no screening in the
channels `L`, and the inverse potential function in the channels `I`. -/
def screening (L : Type*) (PI : Matrix I I K) : Matrix (L ⊕ I) (L ⊕ I) K :=
  fromBlocks 0 0 0 PI⁻¹
```

In general, screening also changes the potential function, to P (1 − a P)⁻¹. For the a chosen here, this leaves P_L unchanged and has no finite value in the I block, where 1 − a P vanishes. The smaller problem in L will therefore contain P_L itself. The screened structure matrix is defined by the general formula for any a, without reference to downfolding:

```lean
/-- The screened structure matrix `S^a = S (1 - a S)⁻¹`, for `1 - a S` invertible. -/
def screened (a S : Matrix (L ⊕ I) (L ⊕ I) K) : Matrix (L ⊕ I) (L ⊕ I) K :=
  S * (1 - a * S)⁻¹
```

Block diagonality is not a separate assumption in Lean. It is built into `secular`, whose potential function has zero off-diagonal blocks:

```lean
/-- The secular matrix `P - S` with the block diagonal potential function `P = diag(P_L, P_I)`. -/
def secular (PL : Matrix L L K) (PI : Matrix I I K) (S : Matrix (L ⊕ I) (L ⊕ I) K) :
    Matrix (L ⊕ I) (L ⊕ I) K :=
  fromBlocks PL 0 0 PI - S
```

The Schur complement is defined for a general matrix. In the code, the block subscripts 1 and 2 stand for L and I, so `toBlocks₁₂` is the LI block.

```lean
/-- The Schur complement `M_LL - M_LI M_II⁻¹ M_IL` of a matrix onto the channels `L`,
for `M_II` invertible. -/
def downfold (M : Matrix (L ⊕ I) (L ⊕ I) K) : Matrix L L K :=
  M.toBlocks₁₁ - M.toBlocks₁₂ * (M.toBlocks₂₂⁻¹ * M.toBlocks₂₁)
```

By hand, write D = P_I − S_II. Since P has no LI or IL block,

P − S = ( P_L − S_LL , −S_LI ; −S_IL , D ),

with the semicolon separating block rows. The two minus signs cancel in the Schur complement:

P_L − S_LL − S_LI D⁻¹ S_IL.

The block form is proved entry by entry:

```lean
omit [Fintype L] [DecidableEq L] [Fintype I] [DecidableEq I] in
/-- The blocks of the secular matrix: the potential function enters only the diagonal blocks,
and the channels `L` and `I` are coupled by the structure matrix alone. -/
theorem secular_blocks (PL : Matrix L L K) (PI : Matrix I I K)
    (S : Matrix (L ⊕ I) (L ⊕ I) K) :
    secular PL PI S = fromBlocks (PL - S.toBlocks₁₁) (-S.toBlocks₁₂)
      (-S.toBlocks₂₁) (PI - S.toBlocks₂₂) := by
  ext (i | i) (j | j) <;>
    simp [secular, toBlocks₁₁, toBlocks₁₂, toBlocks₂₁, toBlocks₂₂]
```

If P did couple the two sets, P_LI and P_IL would enter the Schur complement, and S^a with this a would not contain them.

## P_I is invertible

In the convention where a partial wave continues outside its sphere as N − P J, with N the irregular and J the regular free solution, screening replaces J by J − a N. For a single channel, a = P⁻¹ makes this tail proportional to the partial wave itself. At P = 0 the partial wave has no J part, and this choice is unavailable.

The derivation needs P_I⁻¹ to form a, and P_I⁻¹ P_I = 1 to simplify the II block:

1 − a S = ( 1 , 0 ; −P_I⁻¹ S_IL , 1 − P_I⁻¹ S_II )
= ( 1 , 0 ; −P_I⁻¹ S_IL , P_I⁻¹ D ).

In Lean the hypothesis is `hP : IsUnit PI`, and the same cancellation appears as `h`:

```lean
/-- For invertible `P_I`, the matrix `1 - a S` is block lower triangular, with diagonal blocks
`1` and `P_I⁻¹ (P_I - S_II)`. -/
theorem one_sub_screening_mul (PI : Matrix I I K) (S : Matrix (L ⊕ I) (L ⊕ I) K)
    (hP : IsUnit PI) :
    1 - screening L PI * S =
      fromBlocks 1 0 (-(PI⁻¹ * S.toBlocks₂₁)) (PI⁻¹ * (PI - S.toBlocks₂₂)) := by
  have h : PI⁻¹ * PI = 1 := nonsing_inv_mul PI ((isUnit_iff_isUnit_det PI).mp hP)
  have hS : screening L PI * S =
      fromBlocks 0 0 (PI⁻¹ * S.toBlocks₂₁) (PI⁻¹ * S.toBlocks₂₂) := by
    conv_lhs => rw [← fromBlocks_toBlocks S]
    rw [screening, fromBlocks_multiply]
    simp
  rw [hS, Matrix.mul_sub, h]
  ext (i | i) (j | j) <;> simp [Matrix.one_apply]
```

If P_I is singular but D is invertible, the Schur complement still exists, but this screening matrix does not. Lean then assigns `PI⁻¹` the value zero, which would give S^a = S and lose the term S_LI D⁻¹ S_IL.

## P_I − S_II is invertible

The equation det D = 0 is the secular condition for the I channels decoupled from L. Invertibility of D therefore says that the chosen energy is not an eigenenergy of that isolated subsystem.

The triangular form gives

det(1 − a S) = det(P_I⁻¹) det D.

With P_I invertible, 1 − a S is thus invertible exactly when D is. The proof takes the same determinant:

```lean
/-- For invertible `P_I`, the screening transformation exists, that is `1 - a S` is invertible,
exactly when `P_I - S_II` is invertible. -/
theorem isUnit_one_sub_iff (PI : Matrix I I K) (S : Matrix (L ⊕ I) (L ⊕ I) K)
    (hP : IsUnit PI) :
    IsUnit (1 - screening L PI * S) ↔ IsUnit (PI - S.toBlocks₂₂) := by
  have hd : IsUnit (PI⁻¹).det :=
    isUnit_nonsing_inv_det PI ((isUnit_iff_isUnit_det PI).mp hP)
  rw [one_sub_screening_mul PI S hP, isUnit_iff_isUnit_det, det_fromBlocks_zero₁₂, det_one,
    one_mul, det_mul, isUnit_iff_isUnit_det (PI - S.toBlocks₂₂)]
  exact ⟨fun h => (IsUnit.mul_iff.mp h).2, fun h => hd.mul h⟩
```

The hypothesis, `hD` in the code, is also what allows the inverse to be written down:

(1 − a S)⁻¹ = ( 1 , 0 ; D⁻¹ S_IL , D⁻¹ P_I ).

To check it, multiply by 1 − a S from the left. The IL block is −P_I⁻¹ S_IL + P_I⁻¹ D D⁻¹ S_IL = 0, and the II block is P_I⁻¹ D D⁻¹ P_I = 1. Multiplying the inverse by S from the left then gives

(S^a)_LL = S_LL + S_LI D⁻¹ S_IL
(S^a)_LI = S_LI D⁻¹ P_I
(S^a)_IL = S_IL + S_II D⁻¹ S_IL = (D + S_II) D⁻¹ S_IL = P_I D⁻¹ S_IL
(S^a)_II = S_II D⁻¹ P_I.

In the proof, `hinv` is the checked inverse and `e` is the simplification of the IL block:

```lean
/-- The four blocks of the screened structure matrix, for `P_I` and `P_I - S_II` invertible. The
`LL` block is the bare one plus hopping through the channels `I`. -/
theorem screened_blocks (PI : Matrix I I K) (S : Matrix (L ⊕ I) (L ⊕ I) K)
    (hP : IsUnit PI) (hD : IsUnit (PI - S.toBlocks₂₂)) :
    screened (screening L PI) S = fromBlocks
      (S.toBlocks₁₁ + S.toBlocks₁₂ * ((PI - S.toBlocks₂₂)⁻¹ * S.toBlocks₂₁))
      (S.toBlocks₁₂ * ((PI - S.toBlocks₂₂)⁻¹ * PI))
      (PI * ((PI - S.toBlocks₂₂)⁻¹ * S.toBlocks₂₁))
      (S.toBlocks₂₂ * ((PI - S.toBlocks₂₂)⁻¹ * PI)) := by
  have h1 : PI⁻¹ * PI = 1 := nonsing_inv_mul PI ((isUnit_iff_isUnit_det PI).mp hP)
  have h2 : (PI - S.toBlocks₂₂) * (PI - S.toBlocks₂₂)⁻¹ = 1 :=
    mul_nonsing_inv _ ((isUnit_iff_isUnit_det _).mp hD)
  -- the inverse of the block triangular matrix `1 - a S`
  have hinv : (1 - screening L PI * S)⁻¹ = fromBlocks 1 0
      ((PI - S.toBlocks₂₂)⁻¹ * S.toBlocks₂₁) ((PI - S.toBlocks₂₂)⁻¹ * PI) := by
    apply inv_eq_right_inv
    have e1 : PI⁻¹ * (PI - S.toBlocks₂₂) * ((PI - S.toBlocks₂₂)⁻¹ * S.toBlocks₂₁)
        = PI⁻¹ * S.toBlocks₂₁ := by
      rw [Matrix.mul_assoc, ← Matrix.mul_assoc (PI - S.toBlocks₂₂), h2, Matrix.one_mul]
    have e2 : PI⁻¹ * (PI - S.toBlocks₂₂) * ((PI - S.toBlocks₂₂)⁻¹ * PI) = 1 := by
      rw [Matrix.mul_assoc, ← Matrix.mul_assoc (PI - S.toBlocks₂₂), h2, Matrix.one_mul, h1]
    rw [one_sub_screening_mul PI S hP, fromBlocks_multiply, e1, e2]
    simp
  -- the `IL` block simplifies because `(P_I - S_II)` cancels its inverse
  have e : S.toBlocks₂₁ + S.toBlocks₂₂ * ((PI - S.toBlocks₂₂)⁻¹ * S.toBlocks₂₁)
      = PI * ((PI - S.toBlocks₂₂)⁻¹ * S.toBlocks₂₁) := by
    have h3 : (PI - S.toBlocks₂₂) * ((PI - S.toBlocks₂₂)⁻¹ * S.toBlocks₂₁)
        = S.toBlocks₂₁ := by
      rw [← Matrix.mul_assoc, h2, Matrix.one_mul]
    rw [Matrix.sub_mul] at h3
    exact (sub_eq_iff_eq_add.mp h3).symm
  have hmul : ∀ N : Matrix (L ⊕ I) (L ⊕ I) K, S * N =
      fromBlocks S.toBlocks₁₁ S.toBlocks₁₂ S.toBlocks₂₁ S.toBlocks₂₂ * N := by
    intro N
    rw [fromBlocks_toBlocks]
  rw [screened, hinv, hmul, fromBlocks_multiply]
  simp only [Matrix.mul_one, Matrix.mul_zero, zero_add, e]
```

Without this hypothesis both routes fail together, although the full problem may be perfectly regular. With one channel in each set and D = 0, det(P − S) = −S_LI S_IL, which is nonzero whenever both couplings are.

## Both inverses available: the smaller secular problem

Comparing (S^a)_LL with the Schur complement gives

P_L − S_LL − S_LI D⁻¹ S_IL = P_L − (S^a)_LL.

The theorem states this equality together with the invertibility of 1 − a S. Its proof inserts the two block formulas and regroups the subtraction.

```lean
/-- Screening as downfolding: if `P_I` and `P_I - S_II` are invertible and `a = diag(0, P_I⁻¹)`,
then `1 - a S` is invertible and the Schur complement of `P - S` onto `L` is `P_L` minus the
`LL` block of the screened structure matrix. -/
theorem downfold_eq_screened (PL : Matrix L L K) (PI : Matrix I I K)
    (S : Matrix (L ⊕ I) (L ⊕ I) K) (hP : IsUnit PI) (hD : IsUnit (PI - S.toBlocks₂₂)) :
    IsUnit (1 - screening L PI * S) ∧
      downfold (secular PL PI S) = PL - (screened (screening L PI) S).toBlocks₁₁ := by
  refine ⟨(isUnit_one_sub_iff PI S hP).mpr hD, ?_⟩
  rw [downfold, secular_blocks, screened_blocks PI S hP hD]
  simp only [toBlocks_fromBlocks₁₁, toBlocks_fromBlocks₁₂, toBlocks_fromBlocks₂₁,
    toBlocks_fromBlocks₂₂, Matrix.mul_neg, Matrix.neg_mul, neg_neg]
  exact sub_sub _ _ _
```

For the determinant, factor the secular matrix, writing Q for its Schur complement:

P − S = ( 1 , −S_LI D⁻¹ ; 0 , 1 ) ( Q , 0 ; 0 , D ) ( 1 , 0 ; −D⁻¹ S_IL , 1 ).

The outer factors have determinant 1, so

det(P − S) = det(P_I − S_II) det(P_L − (S^a)_LL).

Lean uses Mathlib's Schur determinant formula, `det_fromBlocks₂₂`:

```lean
/-- For `P_I` and `P_I - S_II` invertible, the secular determinant is the determinant of
`P_I - S_II` times the secular determinant of the screened problem in the channels `L`. -/
theorem det_secular (PL : Matrix L L K) (PI : Matrix I I K)
    (S : Matrix (L ⊕ I) (L ⊕ I) K) (hP : IsUnit PI) (hD : IsUnit (PI - S.toBlocks₂₂)) :
    (secular PL PI S).det = (PI - S.toBlocks₂₂).det *
      (PL - (screened (screening L PI) S).toBlocks₁₁).det := by
  let := hD.invertible
  rw [← (downfold_eq_screened PL PI S hP hD).2, downfold, secular_blocks]
  simp only [toBlocks_fromBlocks₁₁, toBlocks_fromBlocks₁₂, toBlocks_fromBlocks₂₁,
    toBlocks_fromBlocks₂₂]
  rw [det_fromBlocks₂₂, invOf_eq_nonsing_inv, Matrix.mul_assoc]
```

Now let c = (u, v), with u in L and v in I; Lean writes this vector as `Sum.elim u v`. The I rows read −S_IL u + D v = 0, hence

v = D⁻¹ S_IL u = P_I⁻¹ (S^a)_IL u.

Inserted in the L rows, (P_L − S_LL) u − S_LI v = 0, this gives

[P_L − (S^a)_LL] u = 0.

Both steps can be reversed. In the proof, `cond` solves the I rows, `tail` rewrites v through S^a, and `top` performs the insertion. Since u fixes v, a nonzero solution always has nonzero u.

```lean
/-- For `P_I` and `P_I - S_II` invertible, amplitudes `(u, v)` solve `(P - S)(u, v) = 0` exactly
when `u` solves the screened equation in the channels `L` and `v = P_I⁻¹ (S^a)_IL u`. -/
theorem secular_mulVec_eq_zero_iff (PL : Matrix L L K) (PI : Matrix I I K)
    (S : Matrix (L ⊕ I) (L ⊕ I) K) (hP : IsUnit PI) (hD : IsUnit (PI - S.toBlocks₂₂))
    (u : L → K) (v : I → K) :
    secular PL PI S *ᵥ Sum.elim u v = 0 ↔
      (PL - (screened (screening L PI) S).toBlocks₁₁) *ᵥ u = 0 ∧
        v = PI⁻¹ *ᵥ ((screened (screening L PI) S).toBlocks₂₁ *ᵥ u) := by
  have h0 : PI⁻¹ * PI = 1 := nonsing_inv_mul PI ((isUnit_iff_isUnit_det PI).mp hP)
  have h1 : (PI - S.toBlocks₂₂)⁻¹ * (PI - S.toBlocks₂₂) = 1 :=
    nonsing_inv_mul _ ((isUnit_iff_isUnit_det _).mp hD)
  have h2 : (PI - S.toBlocks₂₂) * (PI - S.toBlocks₂₂)⁻¹ = 1 :=
    mul_nonsing_inv _ ((isUnit_iff_isUnit_det _).mp hD)
  have split : ∀ (f : L → K) (g : I → K), Sum.elim f g = 0 ↔ f = 0 ∧ g = 0 := by
    intro f g
    constructor
    · intro h
      exact ⟨funext fun i => congrFun h (Sum.inl i), funext fun i => congrFun h (Sum.inr i)⟩
    · rintro ⟨rfl, rfl⟩
      ext (i | i) <;> rfl
  have tail : PI⁻¹ *ᵥ ((screened (screening L PI) S).toBlocks₂₁ *ᵥ u)
      = ((PI - S.toBlocks₂₂)⁻¹ * S.toBlocks₂₁) *ᵥ u := by
    rw [screened_blocks PI S hP hD, toBlocks_fromBlocks₂₁, mulVec_mulVec,
      ← Matrix.mul_assoc, h0, Matrix.one_mul]
  -- the `I` rows fix the eliminated amplitudes
  have cond : (-S.toBlocks₂₁) *ᵥ u + (PI - S.toBlocks₂₂) *ᵥ v = 0 ↔
      v = ((PI - S.toBlocks₂₂)⁻¹ * S.toBlocks₂₁) *ᵥ u := by
    constructor
    · intro h
      rw [neg_mulVec, neg_add_eq_zero] at h
      rw [← mulVec_mulVec, h, mulVec_mulVec, h1, one_mulVec]
    · intro h
      rw [h, neg_mulVec, mulVec_mulVec, ← Matrix.mul_assoc, h2, Matrix.one_mul,
        neg_add_cancel]
  -- inserting them in the `L` rows gives the screened equation
  have top : (PL - S.toBlocks₁₁) *ᵥ u +
      (-S.toBlocks₁₂) *ᵥ (((PI - S.toBlocks₂₂)⁻¹ * S.toBlocks₂₁) *ᵥ u)
      = (PL - (screened (screening L PI) S).toBlocks₁₁) *ᵥ u := by
    rw [screened_blocks PI S hP hD, toBlocks_fromBlocks₁₁, mulVec_mulVec, ← add_mulVec,
      Matrix.neg_mul, ← sub_eq_add_neg, sub_sub]
  rw [secular_blocks, fromBlocks_mulVec, split, Sum.elim_comp_inl, Sum.elim_comp_inr,
    cond, tail]
  constructor
  · rintro ⟨h, hv⟩
    rw [hv, top] at h
    exact ⟨h, hv⟩
  · rintro ⟨h, hv⟩
    refine ⟨?_, hv⟩
    rw [hv, top]
    exact h

end

end ScreeningAsDownfolding
```

All of this holds at one energy. The energy dependence of P, any linearisation of it, and the spatial range of S^a are not addressed.

```lean
#print axioms ScreeningAsDownfolding.downfold_eq_screened
-- 'ScreeningAsDownfolding.downfold_eq_screened' depends on axioms: [propext, Classical.choice, Quot.sound]
#print axioms ScreeningAsDownfolding.det_secular
-- 'ScreeningAsDownfolding.det_secular' depends on axioms: [propext, Classical.choice, Quot.sound]
#print axioms ScreeningAsDownfolding.secular_mulVec_eq_zero_iff
-- 'ScreeningAsDownfolding.secular_mulVec_eq_zero_iff' depends on axioms: [propext, Classical.choice, Quot.sound]
```
